# Gain on one line without total population inversion, from thermal populations within each manifold

The model has a ground manifold with levels at energies 0 and 1 and total population 2, and an excited manifold with a single level at energy 2 and population 1. Populations within each manifold follow Gibbs weights at `β = 1`, both transitions have unit strength, and a transition counts only when its energy difference equals the line's energy exactly. The theorem says that stimulated emission exceeds absorption on the line at 1, while absorption exceeds stimulated emission on the line at 2, although the ground manifold holds more population in total. The proof puts the four rates in closed form, with both emission rates equal to 1, and reduces the two inequalities to `Real.exp (-1) < 1`.

As first written in Lean, the proof fails:

```lean
import Mathlib

open Finset

namespace ManifoldGainThreshold

noncomputable section

variable {ι κ : Type*} [Fintype ι] [Fintype κ]

/-- Partition sum of a manifold with level energies `ε` at inverse temperature `β`. -/
def partitionSum (β : ℝ) (ε : ι → ℝ) : ℝ := ∑ i, Real.exp (-β * ε i)

/-- Gibbs population of level `i` in a manifold of total population `N`. -/
def gibbsPop (β N : ℝ) (ε : ι → ℝ) (i : ι) : ℝ :=
  N * Real.exp (-β * ε i) / partitionSum β ε

/-- Absorption rate at `w`: resonant strengths weighted by the lower-level populations. -/
def absorptionRate (β Ng : ℝ) (e : ι → ℝ) (E : κ → ℝ) (s : ι → κ → ℝ) (w : ℝ) : ℝ :=
  ∑ i, ∑ j, if E j - e i = w then s i j * gibbsPop β Ng e i else 0

/-- Stimulated emission rate at `w`: the same strengths weighted by the upper-level
populations. -/
def stimulatedRate (β Ne : ℝ) (e : ι → ℝ) (E : κ → ℝ) (s : ι → κ → ℝ) (w : ℝ) : ℝ :=
  ∑ i, ∑ j, if E j - e i = w then s i j * gibbsPop β Ne E j else 0

/-- Ground levels 0 and 1 with total population 2, and one excited level 2 with population 1,
at `β = 1` and unit strengths: the line at 1 is amplified and the line at 2 is absorbed. -/
theorem gain_without_total_inversion :
    absorptionRate 1 2 ![0, 1] ![2] (fun _ _ => 1) 1
        < stimulatedRate 1 1 ![0, 1] ![2] (fun _ _ => 1) 1 ∧
      stimulatedRate 1 1 ![0, 1] ![2] (fun _ _ => 1) 2
        < absorptionRate 1 2 ![0, 1] ![2] (fun _ _ => 1) 2 := by
  have hx : Real.exp (-1) < 1 := by
    rw [Real.exp_lt_one_iff]
    norm_num
  have hp : 0 < 1 + Real.exp (-1) := by positivity
  -- the four rates in closed form
  have a1 : absorptionRate 1 2 ![0, 1] ![2] (fun _ _ => 1) 1
      = 2 * Real.exp (-1) / (1 + Real.exp (-1)) := by
    norm_num [absorptionRate, gibbsPop, partitionSum, Fin.sum_univ_two]
  have a2 : absorptionRate 1 2 ![0, 1] ![2] (fun _ _ => 1) 2
      = 2 / (1 + Real.exp (-1)) := by
    norm_num [absorptionRate, gibbsPop, partitionSum, Fin.sum_univ_two]
  have s1 : stimulatedRate 1 1 ![0, 1] ![2] (fun _ _ => 1) 1 = 1 := by
    norm_num [stimulatedRate, gibbsPop, partitionSum, Fin.sum_univ_two]
  have s2 : stimulatedRate 1 1 ![0, 1] ![2] (fun _ _ => 1) 2 = 1 := by
    norm_num [stimulatedRate, gibbsPop, partitionSum, Fin.sum_univ_two]
  rw [a1, a2, s1, s2, div_lt_one hp, one_lt_div hp]
  constructor <;> linarith

end

end ManifoldGainThreshold
```

The error:

```
Main.lean:45:68: error: unsolved goals
hx : Real.exp (-1) < 1
hp : 0 < 1 + Real.exp (-1)
a1 : absorptionRate 1 2 ![0, 1] ![2] (fun x x_1 => 1) 1 = 2 * Real.exp (-1) / (1 + Real.exp (-1))
a2 : absorptionRate 1 2 ![0, 1] ![2] (fun x x_1 => 1) 2 = 2 / (1 + Real.exp (-1))
⊢ #{x | 2 - ![0, 1] x = 1} = 1
Main.lean:47:68: error: unsolved goals
hx : Real.exp (-1) < 1
hp : 0 < 1 + Real.exp (-1)
a1 : absorptionRate 1 2 ![0, 1] ![2] (fun x x_1 => 1) 1 = 2 * Real.exp (-1) / (1 + Real.exp (-1))
a2 : absorptionRate 1 2 ![0, 1] ![2] (fun x x_1 => 1) 2 = 2 / (1 + Real.exp (-1))
s1 : stimulatedRate 1 1 ![0, 1] ![2] (fun x x_1 => 1) 1 = 1
⊢ #{x | ![0, 1] x = 0} = 1
```

Cause. Both errors are in the emission rates, `s1` and `s2`. Each leftover goal is true: it says that exactly one of the two ground levels is resonant with the line. But `norm_num` has turned the sum into the cardinality of a filtered set and does not evaluate it.

The simplifier works on the summand before the sum. The single excited level has population 1, so the summand becomes 1 if the level is resonant and 0 otherwise. A sum of that shape is rewritten as a count, and `Fin.sum_univ_two` then has no outer sum left to expand. The absorption rates escape this because their summands keep populations that depend on the ground level.

The repair makes the same change in both places. `unfold stimulatedRate` exposes the double sum, and `rw [Fin.sum_univ_two]` splits the outer sum into its two terms before any simplification. `norm_num` then decides each resonance condition on explicit numbers and evaluates the population, so no count arises.

The change, after which it compiles:

```diff
@@ -44,7 +44,11 @@
     norm_num [absorptionRate, gibbsPop, partitionSum, Fin.sum_univ_two]
   have s1 : stimulatedRate 1 1 ![0, 1] ![2] (fun _ _ => 1) 1 = 1 := by
-    norm_num [stimulatedRate, gibbsPop, partitionSum, Fin.sum_univ_two]
+    unfold stimulatedRate
+    rw [Fin.sum_univ_two]
+    norm_num [gibbsPop, partitionSum]
   have s2 : stimulatedRate 1 1 ![0, 1] ![2] (fun _ _ => 1) 2 = 1 := by
-    norm_num [stimulatedRate, gibbsPop, partitionSum, Fin.sum_univ_two]
+    unfold stimulatedRate
+    rw [Fin.sum_univ_two]
+    norm_num [gibbsPop, partitionSum]
   rw [a1, a2, s1, s2, div_lt_one hp, one_lt_div hp]
   constructor <;> linarith
```
